# A Hermitian rank-one operator that maps φ to χ ≠ 0 is the Kleinman–Bylander operator

When a semilocal pseudopotential is made separable by the Kleinman–Bylander construction, a Hermitian term $\delta V$ is replaced by $|\chi\rangle\langle\chi|/\langle\varphi,\chi\rangle$, where $\varphi$ is a reference state and $\chi=\delta V\varphi$. I understand that this reproduces the action of $\delta V$ on $\varphi$. But is it the only Hermitian rank-one operator that does so, and must I assume that the denominator is real and nonzero? I'd like to see a rigorous argument, checked by machine.

## Hermiticity fixes the second vector

For $\chi\neq0$ it is the only one, and if such an operator exists, the conditions on the denominator follow. With $\chi=\delta V\varphi$ and $\delta V$ Hermitian, the denominator is always real, but it can vanish even when $\chi\neq0$, and in that case no such operator exists.

Work with complex vectors in a finite orthonormal basis, with $\langle a,b\rangle=a^\dagger b$. Let $W=uw^\dagger$ be Hermitian with $W\varphi=\chi$. Then

$$W\varphi=\langle w,\varphi\rangle u,\qquad \varphi^\dagger W=\langle\varphi,u\rangle w^\dagger .$$

Multiplying the column by the row gives

$$(W\varphi)(\varphi^\dagger W)=\langle\varphi,u\rangle\langle w,\varphi\rangle\,uw^\dagger=\langle\varphi,W\varphi\rangle W .$$

Since $W^\dagger=W$, the row is $\varphi^\dagger W=(W\varphi)^\dagger=\chi^\dagger$. Hence

$$\chi\chi^\dagger=\langle\varphi,\chi\rangle W .$$

If the overlap vanished, the diagonal entries $|\chi_i|^2$ would all be zero, contradicting $\chi\ne0$. The overlap is real because $\langle\varphi,W\varphi\rangle^*=\langle W\varphi,\varphi\rangle=\langle\varphi,W\varphi\rangle$. Division gives $W=\chi\chi^\dagger/\langle\varphi,\chi\rangle$.

Conversely, if the overlap is real and nonzero, this $W$ is a real multiple of a Hermitian matrix, and $W\varphi=\chi\langle\chi,\varphi\rangle/\langle\varphi,\chi\rangle=\chi$.

For several projectors, let the columns of $\Phi$ and $X$ be the reference states and their images, and let $B=\Phi^\dagger X$ be Hermitian and invertible. Suppose $W=UV^\dagger$ is Hermitian with $W\Phi=X$, where $U$ and $V$ have as many columns as $\Phi$. Set $P=V^\dagger\Phi$ and $Q=\Phi^\dagger U$. Then $X=UP$, $X^\dagger=QV^\dagger$ and $B=QP$, so the square matrices $P$ and $Q$ are invertible and

$$XB^{-1}X^\dagger=UP\,P^{-1}Q^{-1}\,QV^\dagger=W .$$

In the other direction, $XB^{-1}X^\dagger$ is Hermitian because $B$ is, and $X^\dagger\Phi=B^\dagger=B$ gives $XB^{-1}X^\dagger\Phi=X$.

## Overlaps and outer products in Lean

States are functions `n → ℂ` on a finite index type, and operators are matrices. Neither `⬝ᵥ` nor `vecMulVec` conjugates anything, so `star φ ⬝ᵥ χ` is $\langle\varphi,\chi\rangle$ and `vecMulVec u (star w)` is $uw^\dagger$. `IsSeparable` means a single outer product; it admits the zero matrix, which $\chi\neq0$ rules out here.

The main theorem, `kb_unique`, says that for $\chi\ne0$ a matrix `W` is separable, Hermitian and maps $\varphi$ to $\chi$ exactly when the overlap is nonzero and real and `W = kb φ χ`. The form $cvv^\dagger$ with real $c$ is the special case `real_strength_eq_kb`.

For electronic structure, `reference_state_iff` says that in this finite-basis model the replacement preserves the eigenvalue equation of the reference state, provided $\langle\varphi,\delta V\varphi\rangle\neq0$. The state need not be normalised: rescaling $\varphi$ leaves the operator built from $\chi=\delta V\varphi$ unchanged. The theorem says nothing about other states, so it gives no guarantee of transferability or of the absence of ghost states. In `multi_projector_unique`, the Hermiticity and invertibility of $B$ are assumed. Hermiticity holds whenever $X=\delta V\Phi$ with a Hermitian $\delta V$; invertibility is a separate condition, which linear independence of the columns of $\Phi$ and of $X$ does not guarantee.

```lean
import Mathlib

open Matrix

namespace KleinmanBylander

noncomputable section

variable {n m : Type*} [Fintype n] [Fintype m]

/-- The Kleinman-Bylander operator `|χ⟩⟨χ| / ⟨φ,χ⟩` built from a reference state `φ`
and a projector `χ`. -/
def kb (φ χ : n → ℂ) : Matrix n n ℂ :=
  (star φ ⬝ᵥ χ)⁻¹ • vecMulVec χ (star χ)

/-- An operator is separable if it is a single outer product `|u⟩⟨w|`. -/
def IsSeparable (W : Matrix n n ℂ) : Prop :=
  ∃ u w : n → ℂ, W = vecMulVec u (star w)

/-- An outer product acts on a state by one overlap times a fixed vector. -/
theorem outer_mulVec (u a φ : n → ℂ) :
    vecMulVec u a *ᵥ φ = (a ⬝ᵥ φ) • u := by
  ext i
  change ∑ j, u i * a j * φ j = (∑ j, a j * φ j) * u i
  rw [Finset.sum_mul]
  exact Finset.sum_congr rfl fun j _ => by ring

/-- For a separable operator `W`, the outer product of `W|φ⟩` with `⟨φ|W` is
`⟨φ,Wφ⟩` times `W`. -/
theorem separable_identity {W : Matrix n n ℂ} (hW : IsSeparable W) (φ : n → ℂ) :
    vecMulVec (W *ᵥ φ) (star φ ᵥ* W) = (star φ ⬝ᵥ W *ᵥ φ) • W := by
  obtain ⟨u, w, rfl⟩ := hW
  have h : star φ ᵥ* vecMulVec u (star w) = (star φ ⬝ᵥ u) • star w := by
    ext j
    change ∑ i, star φ i * (u i * star w j) = (∑ i, star φ i * u i) * star w j
    rw [Finset.sum_mul]
    exact Finset.sum_congr rfl fun i _ => by ring
  rw [h, outer_mulVec, dotProduct_smul]
  ext i j
  simp only [vecMulVec_apply, Matrix.smul_apply, Pi.smul_apply, smul_eq_mul]
  ring

/-- For a Hermitian operator `W`, the number `⟨φ,Wφ⟩` is real for every vector `φ`. -/
theorem expectation_im {W : Matrix n n ℂ} (hW : W.IsHermitian) (φ : n → ℂ) :
    (star φ ⬝ᵥ W *ᵥ φ).im = 0 := by
  have h : star (star φ ⬝ᵥ W *ᵥ φ) = star φ ⬝ᵥ W *ᵥ φ := by
    have h1 : star (star φ ⬝ᵥ W *ᵥ φ) = star (W *ᵥ φ) ⬝ᵥ φ := by
      simp only [dotProduct, star_sum, star_mul, Pi.star_apply, star_star]
    rw [h1, Matrix.star_mulVec, hW.eq, Matrix.dotProduct_mulVec]
  exact Complex.conj_eq_iff_im.mp h

/-- If `⟨φ,χ⟩` is real and nonzero, the Kleinman-Bylander operator is separable and
Hermitian and maps the reference state `φ` to `χ`. -/
theorem kb_spec {φ χ : n → ℂ} (h0 : star φ ⬝ᵥ χ ≠ 0) (him : (star φ ⬝ᵥ χ).im = 0) :
    IsSeparable (kb φ χ) ∧ (kb φ χ).IsHermitian ∧ kb φ χ *ᵥ φ = χ := by
  have hs : star (star φ ⬝ᵥ χ) = star φ ⬝ᵥ χ := Complex.conj_eq_iff_im.mpr him
  have hflip : star χ ⬝ᵥ φ = star φ ⬝ᵥ χ := by
    rw [← hs]
    simp only [dotProduct, star_sum, star_mul, Pi.star_apply, star_star]
  have hk : kb φ χ = vecMulVec ((star φ ⬝ᵥ χ)⁻¹ • χ) (star χ) := by
    ext i j
    simp only [kb, Matrix.smul_apply, vecMulVec_apply, Pi.smul_apply, smul_eq_mul, mul_assoc]
  refine ⟨⟨_, _, hk⟩, ?_, ?_⟩
  · apply Matrix.IsHermitian.ext
    intro i j
    simp only [kb, Matrix.smul_apply, vecMulVec_apply, Pi.star_apply, smul_eq_mul,
      star_mul', star_inv₀, star_star, hs]
    ring
  · rw [hk, outer_mulVec, hflip, smul_smul, mul_inv_cancel₀ h0, one_smul]

/-- For `χ ≠ 0`, an operator is separable, Hermitian and maps `φ` to `χ` exactly when
`⟨φ,χ⟩` is nonzero and real and the operator is the Kleinman-Bylander one. -/
theorem kb_unique {φ χ : n → ℂ} (hχ : χ ≠ 0) (W : Matrix n n ℂ) :
    (IsSeparable W ∧ W.IsHermitian ∧ W *ᵥ φ = χ) ↔
      (star φ ⬝ᵥ χ ≠ 0 ∧ (star φ ⬝ᵥ χ).im = 0 ∧ W = kb φ χ) := by
  constructor
  · rintro ⟨hsep, hW, h⟩
    -- Hermiticity turns the bra `⟨φ|W` into `⟨χ|`
    have hbra : star φ ᵥ* W = star χ := by
      rw [← h, Matrix.star_mulVec, hW.eq]
    have key := separable_identity hsep φ
    rw [hbra, h] at key
    -- a vanishing overlap would force `|χ⟩⟨χ| = 0`
    have h0 : star φ ⬝ᵥ χ ≠ 0 := by
      intro hz
      rw [hz, zero_smul] at key
      apply hχ
      ext i
      simpa [vecMulVec_apply] using congrFun (congrFun key i) i
    refine ⟨h0, ?_, ?_⟩
    · have him := expectation_im hW φ
      rwa [h] at him
    · rw [kb, key, smul_smul, inv_mul_cancel₀ h0, one_smul]
  · rintro ⟨h0, him, rfl⟩
    exact kb_spec h0 him

/-- A projector term `c |v⟩⟨v|` of real strength `c` that maps `φ` to `χ ≠ 0` is the
Kleinman-Bylander operator. -/
theorem real_strength_eq_kb {φ χ v : n → ℂ} (hχ : χ ≠ 0) (c : ℝ)
    (h : ((c : ℂ) • vecMulVec v (star v)) *ᵥ φ = χ) :
    (c : ℂ) • vecMulVec v (star v) = kb φ χ := by
  have hc : star (c : ℂ) = c := Complex.conj_ofReal c
  refine ((kb_unique hχ _).mp ⟨⟨(c : ℂ) • v, v, ?_⟩, ?_, h⟩).2.2
  · ext i j
    simp only [Matrix.smul_apply, vecMulVec_apply, Pi.smul_apply, smul_eq_mul, mul_assoc]
  · apply Matrix.IsHermitian.ext
    intro i j
    simp only [Matrix.smul_apply, vecMulVec_apply, Pi.star_apply, smul_eq_mul,
      star_mul', star_star, hc]
    ring

/-- Replacing a Hermitian potential `δV` by its Kleinman-Bylander form leaves the
eigenvalue equation of the reference state `φ` unchanged, if `⟨φ,δV φ⟩ ≠ 0`. -/
theorem reference_state_iff (H : Matrix n n ℂ) {δV : Matrix n n ℂ} (hV : δV.IsHermitian)
    {φ : n → ℂ} (h0 : star φ ⬝ᵥ δV *ᵥ φ ≠ 0) (E : ℂ) :
    (H + kb φ (δV *ᵥ φ)) *ᵥ φ = E • φ ↔ (H + δV) *ᵥ φ = E • φ := by
  rw [Matrix.add_mulVec, Matrix.add_mulVec, (kb_spec h0 (expectation_im hV φ)).2.2]

/-- Without Hermiticity, every `w` with `⟨w,φ⟩ ≠ 0` gives a separable operator
`|χ⟩⟨w| / ⟨w,φ⟩` that maps `φ` to `χ`. -/
theorem nonhermitian_choice {φ w : n → ℂ} (χ : n → ℂ) (hw : star w ⬝ᵥ φ ≠ 0) :
    vecMulVec ((star w ⬝ᵥ φ)⁻¹ • χ) (star w) *ᵥ φ = χ := by
  rw [outer_mulVec, smul_smul, mul_inv_cancel₀ hw, one_smul]

/-- Several projectors: let the columns of `Φ` and `X` be reference states and projectors
with `B = ΦᴴX` Hermitian and invertible. The only Hermitian operator of the form `U Vᴴ`,
with as many columns, that maps `Φ` to `X` is `X B⁻¹ Xᴴ`. -/
theorem multi_projector_unique [DecidableEq m] (Φ X : Matrix n m ℂ)
    (hB : IsUnit (Φᴴ * X).det) (hH : (Φᴴ * X).IsHermitian) (W : Matrix n n ℂ) :
    ((∃ U V : Matrix n m ℂ, W = U * Vᴴ) ∧ W.IsHermitian ∧ W * Φ = X) ↔
      W = X * (Φᴴ * X)⁻¹ * Xᴴ := by
  constructor
  · rintro ⟨⟨U, V, hUV⟩, hW, hX⟩
    obtain ⟨P, hP⟩ : ∃ P, P = Vᴴ * Φ := ⟨_, rfl⟩
    obtain ⟨Q, hQ⟩ : ∃ Q, Q = Φᴴ * U := ⟨_, rfl⟩
    have hXU : X = U * P := by rw [← hX, hUV, hP, Matrix.mul_assoc]
    have hXH : Xᴴ = Q * Vᴴ := by
      rw [← hX, Matrix.conjTranspose_mul, hW.eq, hUV, hQ, Matrix.mul_assoc]
    have hBQ : Φᴴ * X = Q * P := by rw [hXU, hQ, Matrix.mul_assoc]
    -- both factors of the overlap matrix are invertible
    rw [hBQ, Matrix.det_mul] at hB
    have hPu : IsUnit P.det := isUnit_of_mul_isUnit_right hB
    have hQu : IsUnit Q.det := isUnit_of_mul_isUnit_left hB
    have hmid : P * (Q * P)⁻¹ * Q = 1 := by
      rw [Matrix.mul_inv_rev, ← Matrix.mul_assoc P, Matrix.mul_nonsing_inv _ hPu,
        Matrix.one_mul, Matrix.nonsing_inv_mul _ hQu]
    calc W = U * (P * (Q * P)⁻¹ * Q) * Vᴴ := by rw [hmid, Matrix.mul_one, hUV]
      _ = U * P * (Q * P)⁻¹ * (Q * Vᴴ) := by simp only [Matrix.mul_assoc]
      _ = X * (Φᴴ * X)⁻¹ * Xᴴ := by rw [hBQ, hXH, hXU]
  · rintro rfl
    have hXΦ : Xᴴ * Φ = Φᴴ * X := by
      have h := hH.eq
      rwa [Matrix.conjTranspose_mul, Matrix.conjTranspose_conjTranspose] at h
    refine ⟨⟨X * (Φᴴ * X)⁻¹, X, rfl⟩, ?_, ?_⟩
    · unfold Matrix.IsHermitian
      rw [Matrix.conjTranspose_mul, Matrix.conjTranspose_mul,
        Matrix.conjTranspose_conjTranspose, Matrix.conjTranspose_nonsing_inv, hH.eq,
        Matrix.mul_assoc]
    · rw [Matrix.mul_assoc, hXΦ, Matrix.mul_assoc, Matrix.nonsing_inv_mul _ hB,
        Matrix.mul_one]

end

end KleinmanBylander
```

```lean
#print axioms KleinmanBylander.kb_unique
#print axioms KleinmanBylander.real_strength_eq_kb
#print axioms KleinmanBylander.nonhermitian_choice
#print axioms KleinmanBylander.multi_projector_unique
```

```
'KleinmanBylander.kb_unique' depends on axioms: [propext, Classical.choice, Quot.sound]
'KleinmanBylander.real_strength_eq_kb' depends on axioms: [propext, Classical.choice, Quot.sound]
'KleinmanBylander.nonhermitian_choice' depends on axioms: [propext, Classical.choice, Quot.sound]
'KleinmanBylander.multi_projector_unique' depends on axioms: [propext, Classical.choice, Quot.sound]
```

## From the outer-product identity to uniqueness

`outer_mulVec` computes $W\varphi$ by pulling a common factor out of a sum. `separable_identity` does the same for the row $\varphi^\dagger W$ and then multiplies the two. `expectation_im` shows that $\langle\varphi,W\varphi\rangle$ equals its own conjugate.

In the forward half of `kb_unique`, `hbra` is the step $\varphi^\dagger W=\chi^\dagger$, and rewriting with it turns `key` into $\chi\chi^\dagger=\langle\varphi,\chi\rangle W$. The proof of `h0` reads off the diagonal entries, and the last rewrite cancels the overlap. The converse is `kb_spec`, where `hflip` uses reality to exchange $\langle\chi,\varphi\rangle$ for $\langle\varphi,\chi\rangle$.

`real_strength_eq_kb` checks that $cvv^\dagger$ is separable and Hermitian, then applies `kb_unique`. `reference_state_iff` uses `kb_spec` to replace the action of the separable term on $\varphi$ by $\delta V\varphi$.

`nonhermitian_choice` shows what Hermiticity contributes: without it, any $w$ with $\langle w,\varphi\rangle\ne0$ gives an operator $\chi w^\dagger/\langle w,\varphi\rangle$ that maps $\varphi$ to $\chi$.

In `multi_projector_unique`, the determinant of $QP$ shows that both factors are invertible, `hmid` is $P(QP)^{-1}Q=1$, and the `calc` block inserts this identity between $U$ and $V^\dagger$.
